# A Hermitian 2×2 matrix with a negative eigenvalue can have zero Hubbard penalty Tr(n − n²) without being idempotent

The declaration concerns the 2×2 spin matrix n = (r + m·σ)/2 with charge r = 2/5 and magnetization m = (0, 0, 4/5). It states that Tr(n − n²), the Hubbard penalty without its prefactor U/2, is zero although n² ≠ n. The eigenvalues of this n are 3/5 and −1/5, so it is not a physical occupation matrix, whose eigenvalues would lie between 0 and 1. The attempt proves the first claim by putting the numbers into the formula r − (r² + ‖m‖²)/2 for the penalty, and the second by an earlier theorem that lists all the idempotent cases.

Lean 4 with Mathlib refuses this proof:

```lean
import Mathlib

namespace NoncollinearHubbard

noncomputable section

/-- The Pauli matrix σ_x. -/
def pauliX : Matrix (Fin 2) (Fin 2) ℂ := !![0, 1; 1, 0]

/-- The Pauli matrix σ_y. -/
def pauliY : Matrix (Fin 2) (Fin 2) ℂ := !![0, -Complex.I; Complex.I, 0]

/-- The Pauli matrix σ_z. -/
def pauliZ : Matrix (Fin 2) (Fin 2) ℂ := !![1, 0; 0, -1]

/-- The contraction m·σ of a real vector with the Pauli matrices. -/
def spinDot (m : EuclideanSpace ℝ (Fin 3)) : Matrix (Fin 2) (Fin 2) ℂ :=
  (m 0 : ℂ) • pauliX + (m 1 : ℂ) • pauliY + (m 2 : ℂ) • pauliZ

/-- The noncollinear occupation matrix n = (r + m·σ)/2 with charge r and magnetization m. -/
def occ (r : ℝ) (m : EuclideanSpace ℝ (Fin 3)) : Matrix (Fin 2) (Fin 2) ℂ :=
  (1 / 2 : ℂ) • ((r : ℂ) • (1 : Matrix (Fin 2) (Fin 2) ℂ) + spinDot m)

/-- The Hubbard penalty Tr(n - n²) of an occupation matrix, without the prefactor U/2. -/
def penalty {ι : Type*} [Fintype ι] [DecidableEq ι] (n : Matrix ι ι ℂ) : ℂ :=
  (n - n ^ 2).trace

/-- The squared length of the magnetization is the sum of its squared components. -/
theorem norm_sq_components (m : EuclideanSpace ℝ (Fin 3)) :
    ‖m‖ ^ 2 = m 0 ^ 2 + m 1 ^ 2 + m 2 ^ 2 := by
  rw [EuclideanSpace.norm_sq_eq, Fin.sum_univ_three]
  simp only [Real.norm_eq_abs, sq_abs]

/-- The matrix m·σ written out in components. -/
theorem spinDot_eq (m : EuclideanSpace ℝ (Fin 3)) :
    spinDot m = !![(m 2 : ℂ), m 0 - m 1 * Complex.I; m 0 + m 1 * Complex.I, -(m 2 : ℂ)] := by
  ext i j
  fin_cases i <;> fin_cases j <;> simp [spinDot, pauliX, pauliY, pauliZ]
  ring

/-- The square of m·σ is ‖m‖² times the identity. -/
theorem spinDot_sq (m : EuclideanSpace ℝ (Fin 3)) :
    spinDot m * spinDot m = ((‖m‖ ^ 2 : ℝ) : ℂ) • (1 : Matrix (Fin 2) (Fin 2) ℂ) := by
  rw [norm_sq_components, spinDot_eq]
  ext i j
  fin_cases i <;> fin_cases j <;> simp [Matrix.mul_apply, Fin.sum_univ_two]
  all_goals first
    | ring1
    | linear_combination (-(m 1 : ℂ) ^ 2) * Complex.I_sq

/-- The deviation n - n² from idempotency, split into its charge and spin parts. -/
theorem occ_sub_sq (r : ℝ) (m : EuclideanSpace ℝ (Fin 3)) :
    occ r m - occ r m ^ 2 =
      (((2 * r - r ^ 2 - ‖m‖ ^ 2) / 4 : ℝ) : ℂ) • (1 : Matrix (Fin 2) (Fin 2) ℂ)
        + (((1 - r) / 2 : ℝ) : ℂ) • spinDot m := by
  unfold occ
  simp only [pow_two (_ : Matrix (Fin 2) (Fin 2) ℂ), smul_mul_assoc, mul_smul_comm,
    add_mul, mul_add, one_mul, mul_one, spinDot_sq]
  push_cast
  module

/-- The Hubbard penalty of the noncollinear matrix is r - (r² + ‖m‖²)/2. -/
theorem penalty_occ (r : ℝ) (m : EuclideanSpace ℝ (Fin 3)) :
    penalty (occ r m) = ((r - (r ^ 2 + ‖m‖ ^ 2) / 2 : ℝ) : ℂ) := by
  -- the Pauli part is traceless
  have ht : (spinDot m).trace = 0 := by
    rw [spinDot_eq, Matrix.trace_fin_two]
    simp
  unfold penalty
  rw [occ_sub_sq, Matrix.trace_add, Matrix.trace_smul, Matrix.trace_smul, Matrix.trace_one,
    ht, Fintype.card_fin]
  simp only [smul_eq_mul]
  push_cast
  ring

/-- The noncollinear matrix is idempotent exactly when r = 1 and ‖m‖ = 1, or m = 0 and r is
0 or 2. -/
theorem occ_idempotent_iff (r : ℝ) (m : EuclideanSpace ℝ (Fin 3)) :
    occ r m ^ 2 = occ r m ↔ (r = 1 ∧ ‖m‖ = 1) ∨ (m = 0 ∧ (r = 0 ∨ r = 2)) := by
  constructor
  · intro h
    -- the trace gives one real equation
    have ht := penalty_occ r m
    unfold penalty at ht
    rw [h, sub_self, Matrix.trace_zero] at ht
    have ht' : r - (r ^ 2 + ‖m‖ ^ 2) / 2 = 0 := Complex.ofReal_eq_zero.mp ht.symm
    -- the spin part, multiplied by m·σ, gives the other
    have key := occ_sub_sq r m
    have ha : (2 * r - r ^ 2 - ‖m‖ ^ 2) / 4 = 0 := by linarith
    rw [h, sub_self, ha, Complex.ofReal_zero, zero_smul, zero_add] at key
    have hs := congrArg (fun A => (A * spinDot m) 0 0) key
    simp only [zero_mul, smul_mul_assoc, spinDot_sq, Matrix.smul_apply, Matrix.zero_apply,
      Matrix.one_apply_eq, smul_eq_mul, mul_one] at hs
    have hb : (1 - r) / 2 * ‖m‖ ^ 2 = 0 := by exact_mod_cast hs.symm
    rcases mul_eq_zero.mp hb with h1 | h1
    · have hr : r = 1 := by linarith
      rw [hr] at ht'
      exact Or.inl ⟨hr, (sq_eq_sq₀ (norm_nonneg m) zero_le_one).mp (by linarith)⟩
    · have hm : m = 0 := norm_eq_zero.mp ((pow_eq_zero_iff two_ne_zero).mp h1)
      have hr : r * (2 - r) = 0 := by linear_combination 2 * ht' + h1
      rcases mul_eq_zero.mp hr with h2 | h2
      · exact Or.inr ⟨hm, Or.inl h2⟩
      · exact Or.inr ⟨hm, Or.inr (by linarith)⟩
  · intro h
    refine (sub_eq_zero.mp ?_).symm
    rw [occ_sub_sq]
    rcases h with ⟨rfl, hm⟩ | ⟨rfl, rfl | rfl⟩
    · rw [hm]
      norm_num
    · norm_num [spinDot]
    · norm_num [spinDot]

/-- The matrix with r = 2/5 and m = (0, 0, 4/5) has zero penalty but is not idempotent. -/
theorem zero_penalty_not_idempotent :
    penalty (occ (2 / 5) !₂[(0 : ℝ), 0, 4 / 5]) = 0 ∧
      occ (2 / 5) !₂[(0 : ℝ), 0, 4 / 5] ^ 2 ≠ occ (2 / 5) !₂[(0 : ℝ), 0, 4 / 5] := by
  constructor
  · rw [penalty_occ, norm_sq_components, Complex.ofReal_eq_zero]
    norm_num
  · intro h
    rcases (occ_idempotent_iff _ _).mp h with ⟨h, _⟩ | ⟨_, h | h⟩ <;> norm_num at h

end

end NoncollinearHubbard
```

The compiler's answer:

```
Main.lean:118:2: error: unsolved goals
case left
⊢ 2 / 5 - (4 / 25 + ![0, 0, 4 / 5] 2 ^ 2) / 2 = 0
```

Diagnosis. The error is in the first claim. The three rewrites succeed and leave an equation between real numbers, with ‖m‖² written as the sum of the squared components of m. `norm_num` then simplifies this equation but does not finish it. In the goal that remains, the first two components, both zero, are gone, but the third still stands as `![0, 0, 4 / 5] 2`, an entry looked up in a vector and not yet replaced by its value. The equation is true, since 2/5 − (4/25 + 16/25)/2 = 0, but `norm_num` can't complete the arithmetic while that entry is unevaluated.

The repair adds a fact `hz`, which says that the component of the vector at index 2 is 4/5. Its proof is `rfl`, because the two sides are equal by definition. Adding `hz` to the end of the `rw` list puts the number 4/5 into the goal before `norm_num` runs, and `norm_num` then closes it.

The mended proof, as a diff:

```diff
@@ -116,5 +116,6 @@
       occ (2 / 5) !₂[(0 : ℝ), 0, 4 / 5] ^ 2 ≠ occ (2 / 5) !₂[(0 : ℝ), 0, 4 / 5] := by
   constructor
-  · rw [penalty_occ, norm_sq_components, Complex.ofReal_eq_zero]
+  · have hz : (!₂[(0 : ℝ), 0, 4 / 5] : EuclideanSpace ℝ (Fin 3)) 2 = 4 / 5 := rfl
+    rw [penalty_occ, norm_sq_components, Complex.ofReal_eq_zero, hz]
     norm_num
   · intro h
```
